# Piecewise linear energy of an isolated atomic shell with a matched Hubbard correction

A DFT+U calculation uses a value for the Hubbard parameter, and one common approach estimates it from the curvature of the energy with respect to the occupation of the localised shell, after subtracting the part caused by rehybridisation alone. The problems below test that choice for a single isolated shell, where nothing has to be subtracted and the uncorrected energy is quadratic in the electron number.

## The shell and its correction

All energies and electron numbers are real numbers.

```lean
import Mathlib

open Set

namespace HubbardPiecewiseLinearity

noncomputable section
```

Let x be the number of electrons in the shell, e its level energy and U the interaction strength. The mean-field energy is

E_mf(x) = e x + U x²/2.

Both e and U are constants: orbital relaxation and hybridisation with neighbouring atoms are left out.

```lean
/-- Mean-field energy of an atomic shell with level energy `e`, interaction `U` and
electron number `x`. -/
def meanField (e U x : ℝ) : ℝ := e * x + U * x ^ 2 / 2
```

The correction has its own strength V, so that V = U can be tested. With f the fractional part of x (`Int.fract x`), the corrected energy is

E_V(x) = E_mf(x) + (V/2) f(1 − f).

```lean
/-- Mean-field energy plus a Hubbard correction of strength `V`, written with the fractional
part of the electron number `x`. -/
def energy (e U V x : ℝ) : ℝ :=
  meanField e U x + V / 2 * (Int.fract x * (1 - Int.fract x))
```

Orbitals i = 0, 1, 2, … hold at most one electron each and are assumed to fill in order, with occupations

nᵢ = max(0, min(1, x − i)).

```lean
/-- Occupation of orbital `i` when `x` electrons fill the orbitals `0, 1, 2, …` one after
another, each holding at most one electron. -/
def occupation (x : ℝ) (i : ℕ) : ℝ := max 0 (min 1 (x - i))
```

For M orbitals, the orbital-resolved correction is (V/2) Σ nᵢ(1 − nᵢ), with i running from 0 to M − 1. Using numbers nᵢ means that the occupation matrix is taken as diagonal.

```lean
/-- The orbital-resolved Hubbard correction of strength `V` for `M` orbitals with
occupations `n i`. -/
def hubbardCorrection (V : ℝ) (M : ℕ) (n : ℕ → ℝ) : ℝ :=
  V / 2 * ∑ i ∈ Finset.range M, n i * (1 - n i)
```

Throughout, k is a natural number, zero included.

## (a) The fractional-part term between two integers

Show that for k ≤ x ≤ k + 1

f(1 − f) = (x − k)(k + 1 − x).

If x < k + 1, then f = x − k and 1 − f = k + 1 − x. If x = k + 1, then f has dropped to 0 and both sides vanish.

The Lean proof makes the same split. `Int.fract_eq_iff` identifies f as the number in [0, 1) that differs from x by an integer.

```lean
/-- Between the consecutive integers `k` and `k + 1`, endpoints included, the
fractional-part term is a parabola that vanishes at both ends. -/
theorem fract_parabola (k : ℕ) (x : ℝ) (h1 : (k : ℝ) ≤ x) (h2 : x ≤ k + 1) :
    Int.fract x * (1 - Int.fract x) = (x - k) * (k + 1 - x) := by
  rcases eq_or_lt_of_le h2 with h | h
  · -- at the right endpoint the fractional part has dropped back to zero
    have hf : Int.fract x = 0 := by
      rw [Int.fract_eq_iff]
      exact ⟨le_rfl, one_pos, (k : ℤ) + 1, by simp [h]⟩
    rw [hf, h]
    ring
  · have hf : Int.fract x = x - k := by
      rw [Int.fract_eq_iff]
      exact ⟨by linarith, by linarith, (k : ℤ), by simp⟩
    rw [hf]
    ring
```

## (b) Counting the electrons

Show that for x ≥ 0 the first M occupations satisfy

Σ nᵢ = min(x, M).

Use induction. For M = 0 the sum is empty and min(x, 0) = 0. Suppose that the first m orbitals hold min(x, m), and add orbital m:

- If x ≤ m, it is empty and the total stays x.
- If m ≤ x ≤ m + 1, it holds x − m and the total is m + (x − m) = x.
- If x ≥ m + 1, it is full and the total is m + 1.

In each case the total is min(x, m + 1). The two uses of `le_total` produce these three cases.

```lean
/-- For a nonnegative electron number `x`, the occupations of the first `M` orbitals add up
to `x` or to the capacity `M`, whichever is smaller. -/
theorem sum_occupation (x : ℝ) (hx : 0 ≤ x) (M : ℕ) :
    ∑ i ∈ Finset.range M, occupation x i = min x M := by
  induction M with
  | zero => rw [Finset.sum_range_zero, Nat.cast_zero, min_eq_right hx]
  | succ m ih =>
    rw [Finset.sum_range_succ, ih, Nat.cast_succ]
    unfold occupation
    rcases le_total x (m : ℝ) with h | h
    · -- the new orbital is empty
      have h0 : min 1 (x - (m : ℝ)) ≤ 0 := (min_le_right _ _).trans (by linarith)
      rw [max_eq_left h0, min_eq_left h, min_eq_left (by linarith : x ≤ (m : ℝ) + 1),
        add_zero]
    · rcases le_total x ((m : ℝ) + 1) with h' | h'
      · -- the new orbital is partly filled
        rw [min_eq_right h, min_eq_right (by linarith : x - (m : ℝ) ≤ 1),
          max_eq_right (by linarith : (0 : ℝ) ≤ x - m), min_eq_left h']
        ring
      · -- the new orbital is full
        rw [min_eq_right h, min_eq_left (by linarith : (1 : ℝ) ≤ x - m),
          max_eq_right (zero_le_one : (0 : ℝ) ≤ 1), min_eq_right h']
```

## (c) From orbitals to the fractional part

Show that for 0 ≤ x ≤ M

E_mf(Σ nᵢ) + (V/2) Σ nᵢ(1 − nᵢ) = E_V(x).

By (b), Σ nᵢ = x. Choose k with k ≤ x < k + 1. Orbitals below k are full and those above k are empty, so neither kind contributes to the correction. Orbital k has nₖ = x − k and contributes (x − k)(k + 1 − x), which is f(1 − f) by (a). If x = M, then k = M lies outside the sum, but its term would be zero anyway.

`Finset.sum_eq_single k` asks for exactly these facts: the other terms vanish, and so does term k if it is missing from the range.

```lean
/-- When `x` electrons, `0 ≤ x ≤ M`, fill `M` orbitals one after another, the mean-field
energy plus the orbital-resolved correction equals the fractional-part formula. -/
theorem energy_from_occupations (e U V x : ℝ) (M : ℕ) (hx : 0 ≤ x) (hM : x ≤ M) :
    meanField e U (∑ i ∈ Finset.range M, occupation x i)
      + hubbardCorrection V M (occupation x) = energy e U V x := by
  obtain ⟨k, h1, h2⟩ : ∃ k : ℕ, (k : ℝ) ≤ x ∧ x < k + 1 :=
    ⟨⌊x⌋₊, Nat.floor_le hx, Nat.lt_floor_add_one x⟩
  have hk : occupation x k = x - k := by
    unfold occupation
    rw [min_eq_right (by linarith : x - (k : ℝ) ≤ 1),
      max_eq_right (by linarith : (0 : ℝ) ≤ x - k)]
  -- only the partly filled orbital `k` contributes to the correction
  have hs : ∑ i ∈ Finset.range M, occupation x i * (1 - occupation x i)
      = Int.fract x * (1 - Int.fract x) := by
    rw [fract_parabola k x h1 h2.le, Finset.sum_eq_single k]
    · rw [hk]
      ring
    · intro i _ hi
      rcases lt_or_gt_of_ne hi with h | h
      · have hik : (i : ℝ) + 1 ≤ k := by exact_mod_cast h
        have hn : occupation x i = 1 := by
          unfold occupation
          rw [min_eq_left (by linarith : (1 : ℝ) ≤ x - i),
            max_eq_right (zero_le_one : (0 : ℝ) ≤ 1)]
        rw [hn]
        ring
      · have hki : (k : ℝ) + 1 ≤ i := by exact_mod_cast h
        have hn : occupation x i = 0 :=
          max_eq_left ((min_le_right _ _).trans (by linarith))
        rw [hn]
        ring
    · intro h
      have hMk : M ≤ k := not_lt.mp (fun h' => h (Finset.mem_range.mpr h'))
      have hMk' : (M : ℝ) ≤ k := by exact_mod_cast hMk
      have h0 : x - (k : ℝ) = 0 := by linarith
      rw [hk, h0]
      ring
  unfold energy hubbardCorrection
  rw [sum_occupation x hx M, min_eq_left hM, hs]
```

## (d) The straight segment

Set V = U. Show that on [k, k + 1]

E_U(x) = E_mf(k) + (e + U(k + 1/2))(x − k).

Write s = x − k. Then

E_mf(k + s) = E_mf(k) + e s + U k s + U s²/2,

and by (a) the correction is U s/2 − U s²/2. The quadratic terms cancel, leaving the slope e + U k + U/2.

In Lean, V = U appears as the repeated argument in `energy e U U x`. After (a) is inserted, `ring` does the expansion.

```lean
/-- With correction strength `U`, the energy on `[k, k + 1]` is a straight line of slope
`e + U (k + 1/2)` starting from the mean-field energy at `k`. -/
theorem energy_affine (e U : ℝ) (k : ℕ) (x : ℝ) (hx : x ∈ Icc (k : ℝ) (k + 1)) :
    energy e U U x = meanField e U k + (e + U * (k + 1 / 2)) * (x - k) := by
  unfold energy meanField
  rw [fract_parabola k x hx.1 hx.2]
  ring
```

## (e) Mixing neighbouring integers

Show that for 0 ≤ t ≤ 1

E_U(k + t) = (1 − t) E_mf(k) + t E_mf(k + 1).

The difference of the endpoint energies is

E_mf(k + 1) − E_mf(k) = e + U(2k + 1)/2 = e + U(k + 1/2),

which is the slope in (d). A fractional electron number therefore has the energy of a statistical mixture of the two integer fillings. The endpoints are still mean-field energies, which the correction leaves unchanged.

```lean
/-- At electron number `k + t` with `0 ≤ t ≤ 1`, the energy with correction strength `U` is
the weighted average of the mean-field energies at `k` and `k + 1`. -/
theorem energy_ensemble (e U : ℝ) (k : ℕ) (t : ℝ) (h0 : 0 ≤ t) (h1 : t ≤ 1) :
    energy e U U (k + t) = (1 - t) * meanField e U k + t * meanField e U (k + 1) := by
  rw [energy_affine e U k (k + t) ⟨by linarith, by linarith⟩]
  unfold meanField
  ring
```

## (f) The slope on one segment

Show that at every point of [k, k + 1], with the derivative taken within that interval,

dE_U/dx = e + U(k + 1/2).

Differentiate the line in (d). At the two endpoints this is a one-sided derivative, which `HasDerivWithinAt` expresses by restricting attention to the interval. The Lean proof differentiates the line and transfers the result to the energy, since the two agree there.

```lean
/-- With correction strength `U`, the derivative of the energy within `[k, k + 1]` is
`e + U (k + 1/2)` at every point of the interval. -/
theorem energy_slope (e U : ℝ) (k : ℕ) (x : ℝ) (hx : x ∈ Icc (k : ℝ) (k + 1)) :
    HasDerivWithinAt (energy e U U) (e + U * (k + 1 / 2)) (Icc (k : ℝ) (k + 1)) x := by
  have h : HasDerivAt
      (fun y : ℝ => meanField e U k + (e + U * (k + 1 / 2)) * (y - k))
      ((e + U * (k + 1 / 2)) * 1) x :=
    (((hasDerivAt_id' x).sub_const (k : ℝ)).const_mul _).const_add _
  exact (h.hasDerivWithinAt.congr (fun y hy => energy_affine e U k y hy)
    (energy_affine e U k x hx)).congr_deriv (mul_one _)
```

## (g) The jump at a positive integer

Show that at x = k + 1

right derivative − left derivative = U.

The left derivative is e + U(k + 1/2), from the segment [k, k + 1]. The right derivative comes from the next segment and is e + U(k + 3/2). Subtract.

The smallest case is k = 0: the slope is e + U/2 below one electron and e + 3U/2 above it. For a shell of M orbitals, the jump describes the shell only if k + 1 < M, because a full shell takes no further electron.

Lean states the two derivatives separately, on the half-lines `Iic` and `Ici`. A one-sided derivative depends only on nearby points, so (f) supplies both.

```lean
/-- At each positive integer `k + 1`, the energy with correction strength `U` has a left and a right
derivative, and the right one minus the left one is exactly `U`. -/
theorem slope_jump (e U : ℝ) (k : ℕ) :
    HasDerivWithinAt (energy e U U) (e + U * (k + 1 / 2)) (Iic ((k : ℝ) + 1)) (k + 1) ∧
    HasDerivWithinAt (energy e U U) (e + U * (k + 1 / 2) + U)
      (Ici ((k : ℝ) + 1)) (k + 1) := by
  constructor
  · exact (energy_slope e U k (k + 1) ⟨by linarith, le_rfl⟩).mono_of_mem_nhdsWithin
      (Icc_mem_nhdsLE (by linarith))
  · -- the right derivative comes from the next interval
    have h := energy_slope e U (k + 1) ((k : ℝ) + 1) ⟨by simp, by simp⟩
    rw [Nat.cast_succ] at h
    exact (h.mono_of_mem_nhdsWithin (Icc_mem_nhdsGE (by linarith))).congr_deriv (by ring)
```

## (h) Which strength gives a straight line?

Show that, for any single k,

E_V is affine on [k, k + 1] ⇔ V = U.

For an affine function, twice the midpoint value minus the two endpoint values is zero. For E_V the mean-field part of this combination is −U/4 and the correction gives 2 · (V/2) · (1/4) = V/4. Hence (V − U)/4 = 0. Conversely, if V = U, part (d) gives the line.

The Lean proof evaluates the assumed line a + b x at the same three points; `linear_combination` uses four times the combination above, which yields V − U directly.

In this one-shell model, then, the strength that removes the curvature is the curvature U of the mean-field energy itself.

```lean
/-- On any interval `[k, k + 1]`, a correction of strength `V` makes the energy affine if
and only if `V` equals the interaction `U`. -/
theorem affine_iff_strength_eq (e U V : ℝ) (k : ℕ) :
    (∃ a b : ℝ, ∀ x ∈ Icc (k : ℝ) (k + 1), energy e U V x = a + b * x) ↔ V = U := by
  constructor
  · rintro ⟨a, b, h⟩
    -- compare the midpoint with the two endpoints
    have h0 := h k ⟨le_rfl, by linarith⟩
    have hm := h (k + 1 / 2) ⟨by linarith, by linarith⟩
    have h1 := h (k + 1) ⟨by linarith, le_rfl⟩
    unfold energy meanField at h0 hm h1
    rw [fract_parabola k _ (by linarith) (by linarith)] at h0 hm h1
    linear_combination 8 * hm - 4 * h0 - 4 * h1
  · rintro rfl
    refine ⟨meanField e V k - (e + V * (k + 1 / 2)) * k, e + V * (k + 1 / 2), ?_⟩
    intro x hx
    rw [energy_affine e V k x hx]
    ring

end

end HubbardPiecewiseLinearity
```

```lean
#print axioms HubbardPiecewiseLinearity.energy_ensemble
#print axioms HubbardPiecewiseLinearity.energy_slope
#print axioms HubbardPiecewiseLinearity.slope_jump
#print axioms HubbardPiecewiseLinearity.affine_iff_strength_eq
```

```
'HubbardPiecewiseLinearity.energy_ensemble' depends on axioms: [propext, Classical.choice, Quot.sound]
'HubbardPiecewiseLinearity.energy_slope' depends on axioms: [propext, Classical.choice, Quot.sound]
'HubbardPiecewiseLinearity.slope_jump' depends on axioms: [propext, Classical.choice, Quot.sound]
'HubbardPiecewiseLinearity.affine_iff_strength_eq' depends on axioms: [propext, Classical.choice, Quot.sound]
```
